# A positive sp exchange integral fixes a unique additive term in the MNDO dipole model

## Charges, dipoles and additive terms

All quantities are in atomic units. The product of an s and a p orbital on one atom is a charge distribution without net charge. Its Coulomb self-repulsion is the one-centre exchange integral $h=(sp|sp)$, written $h_{sp}$ in the MNDO literature. MNDO represents this distribution by a dipole with charges $+\tfrac12$ and $-\tfrac12$, displaced by $D$ and $-D$ from the nucleus. The length $D$ is thus half the charge separation.

Two unit charges at squared distance $s$ interact by the screened law

$$W(s,a)=\frac{1}{\sqrt{s+a^2}},$$

where $a$ is the sum of their additive terms. These terms keep the repulsion finite at short distance. The additive term of the sp dipole is called $r$ here; it is a screening length, usually written $\rho_1$, and not an interatomic distance. The distance between centres is $R$.

The problem is to choose $r$ so that the dipole, placed on top of a copy of itself, reproduces $h$. Is there always such an $r$, is it unique, and how does it change the interactions with other atoms?

## What is claimed

For all $D,h>0$ there is exactly one $r>0$ with

$$E(r)=\frac14\left(\frac1r-\frac1{\sqrt{r^2+D^2}}\right)=h .$$

At fixed $D$, a smaller $h$ belongs to a larger $r$. The larger $r$ weakens two kinds of two-centre interaction: that of parallel dipoles perpendicular to the joining line, and that of a charge with a dipole pointing along this line.

In Lean, `screened s a` is $W(s,a)$, and `dipoleDipole D₁ D₂ R a` is the sum of the four charge interactions of two parallel perpendicular dipoles. The subscripts label the two centres; in MNDO papers $D_1$ and $D_2$ usually denote the dipole and quadrupole lengths of one atom. `chargeDipole D R a` places the positive end of the dipole nearer to the unit charge, so the interaction energy is positive. `spExchange D r` is defined as the self-interaction `dipoleDipole D D 0 (r + r)`, and the formula for $E(r)$ is derived from it.

The main theorem, `existsUnique_additiveTerm`, has the condition `0 < r` inside `∃!`. It is needed there, because `spExchange` depends on $r$ only through $(2r)^2$ and $-r$ would be a second solution. The hypothesis $h>0$ expresses that the self-repulsion of a charge distribution is positive. In the two damping theorems the partner has an additive term $t\ge0$, so that $a=r+t$.

That two screened point charges may stand for the orbital product is a postulate of MNDO and is not proved here. The damping theorems compare two values of $r$ at the same $D$, and hence not two elements with different $D$. Two dipoles that both lie along the joining line are left out because the same conclusion fails for them: for short dipoles their interaction contains the factor $2R^2-a^2$ and changes sign as $a$ grows.

## From four charges to the dipole condition

Let the perpendicular dipoles have lengths $D_1$ and $D_2$. Like charges have squared distance $R^2+(D_1-D_2)^2$, and unlike charges have $R^2+(D_1+D_2)^2$. There are two pairs of each kind, each with weight $\tfrac14$, so the interaction is

$$V=\tfrac12\left[W\big(R^2+(D_1-D_2)^2,a\big)-W\big(R^2+(D_1+D_2)^2,a\big)\right].$$

For the self-interaction, $R=0$, $D_1=D_2=D$ and $a=2r$. Then

$$V=\frac12\left(\frac1{2r}-\frac1{\sqrt{4D^2+4r^2}}\right)=\frac14\left(\frac1r-\frac1{\sqrt{r^2+D^2}}\right)=E(r).$$

## Why the interaction falls with the additive term

Take squared distances $0\le u<v$ and $a>0$, and set $p=\sqrt{u+a^2}$ and $q=\sqrt{v+a^2}$. Then

$$\frac1p-\frac1q=\frac{q-p}{pq}=\frac{q^2-p^2}{pq(p+q)}=\frac{v-u}{pq(p+q)} .$$

The numerator is positive and does not contain $a$. The denominator grows strictly with $a$. The difference $W(u,a)-W(v,a)$ is therefore positive and strictly decreasing in $a$.

- For perpendicular dipoles, $v-u=4D_1D_2>0$, so $V$ is positive and strictly decreasing in $a$.
- With $a=2r$ this makes $E$ strictly decreasing in $r$. Two different $r$ cannot give the same $h$, and the smaller $h$ has the larger $r$.
- For a charge at distance $R>0$ on the dipole axis, the interaction is $\tfrac12[W((R-D)^2,a)-W((R+D)^2,a)]$. Here $v-u=4RD>0$, and the same conclusion follows.

## A bracket for the solution

Let $r_-=1/(4h+1/D)$ and $r_+=1/(4h)$, so that $r_-<r_+$. Since $\sqrt{r_-^2+D^2}\ge D$,

$$E(r_-)\ge\frac14\left(4h+\frac1D-\frac1D\right)=h .$$

At the other end,

$$E(r_+)=h-\frac{1}{4\sqrt{r_+^2+D^2}}<h .$$

$E$ is continuous between the two points, so it takes the value $h$ there.

A second upper limit follows from the product form. With $w=\sqrt{r^2+D^2}>r$,

$$E(r)=\frac{D^2}{4rw(r+w)}<\frac{D^2}{8r^3},$$

so the solution satisfies $8hr^3<D^2$. In a semiempirical program that uses this point-charge dipole, a bisection for the additive term can start from $[r_-,r_+]$.

## The complete Lean file

```lean
import Mathlib

open Real

namespace MNDODipoleScreening

noncomputable section

/-- Screened Coulomb interaction of two unit charges, where `s` is their squared distance and
`a` the sum of their additive terms; the domain is `s + a ^ 2 > 0`. -/
def screened (s a : ℝ) : ℝ := 1 / √(s + a ^ 2)

/-- Interaction of two parallel dipoles perpendicular to the line of length `R` that joins their
centres. Each consists of charges `1/2` and `-1/2`, displaced by `D₁` and `-D₁` on the first
centre and by `D₂` and `-D₂` on the second. The domain is `a ≠ 0`. -/
def dipoleDipole (D₁ D₂ R a : ℝ) : ℝ :=
  1 / 4 * screened (R ^ 2 + (D₁ - D₂) ^ 2) a - 1 / 4 * screened (R ^ 2 + (D₁ + D₂) ^ 2) a
    - 1 / 4 * screened (R ^ 2 + (-D₁ - D₂) ^ 2) a + 1 / 4 * screened (R ^ 2 + (-D₁ + D₂) ^ 2) a

/-- Interaction of a unit charge with a dipole at distance `R` that lies along the joining line,
with charge `1/2` at `R - D` and charge `-1/2` at `R + D`. The domain is `a ≠ 0`. -/
def chargeDipole (D R a : ℝ) : ℝ :=
  1 / 2 * screened ((R - D) ^ 2) a - 1 / 2 * screened ((R + D) ^ 2) a

/-- The one-centre sp exchange integral of the model: the dipole interacts with a copy of itself
on the same centre, and each copy has the additive term `r`. The domain is `r ≠ 0`. -/
def spExchange (D r : ℝ) : ℝ := dipoleDipole D D 0 (r + r)

/-- The difference of two inverse positive lengths, written with the difference of their
squares. -/
theorem inv_gap {p q : ℝ} (hp : 0 < p) (hq : 0 < q) :
    1 / p - 1 / q = (q ^ 2 - p ^ 2) / (p * q * (p + q)) := by
  rw [div_sub_div _ _ hp.ne' hq.ne', div_eq_div_iff (by positivity) (by positivity)]
  ring

/-- For squared distances `0 ≤ u < v`, the screened interaction at `u` exceeds that at `v`, and
the excess shrinks strictly when the positive additive term grows from `a` to `b`. -/
theorem screened_gap {u v a b : ℝ} (hu : 0 ≤ u) (huv : u < v) (ha : 0 < a) (hab : a < b) :
    0 < screened u b - screened v b ∧
      screened u b - screened v b < screened u a - screened v a := by
  have ha2 : 0 < a ^ 2 := by positivity
  have hab2 : a ^ 2 < b ^ 2 := by nlinarith
  have hp : 0 < √(u + a ^ 2) := Real.sqrt_pos.2 (by linarith)
  have hq : 0 < √(v + a ^ 2) := Real.sqrt_pos.2 (by linarith)
  have hP : √(u + a ^ 2) < √(u + b ^ 2) := Real.sqrt_lt_sqrt (by linarith) (by linarith)
  have hQ : √(v + a ^ 2) < √(v + b ^ 2) := Real.sqrt_lt_sqrt (by linarith) (by linarith)
  have hP0 := hp.trans hP
  have hQ0 := hq.trans hQ
  -- the difference of squares does not depend on the additive term
  have e1 : √(v + a ^ 2) ^ 2 - √(u + a ^ 2) ^ 2 = v - u := by
    rw [Real.sq_sqrt (show 0 ≤ v + a ^ 2 by linarith),
      Real.sq_sqrt (show 0 ≤ u + a ^ 2 by linarith)]
    ring
  have e2 : √(v + b ^ 2) ^ 2 - √(u + b ^ 2) ^ 2 = v - u := by
    rw [Real.sq_sqrt (show 0 ≤ v + b ^ 2 by linarith),
      Real.sq_sqrt (show 0 ≤ u + b ^ 2 by linarith)]
    ring
  have hd : 0 < v - u := sub_pos.2 huv
  unfold screened
  rw [inv_gap hp hq, inv_gap hP0 hQ0, e1, e2]
  refine ⟨by positivity, div_lt_div_of_pos_left hd (by positivity) ?_⟩
  exact mul_lt_mul'' (mul_lt_mul'' hP hQ hp.le hq.le) (add_lt_add hP hQ)
    (by positivity) (by positivity)

/-- For two parallel dipoles perpendicular to the joining line, the four charge interactions combine
into two terms. -/
theorem dipoleDipole_eq (D₁ D₂ R a : ℝ) :
    dipoleDipole D₁ D₂ R a =
      (screened (R ^ 2 + (D₁ - D₂) ^ 2) a - screened (R ^ 2 + (D₁ + D₂) ^ 2) a) / 2 := by
  unfold dipoleDipole
  rw [show (-D₁ - D₂) ^ 2 = (D₁ + D₂) ^ 2 by ring,
    show (-D₁ + D₂) ^ 2 = (D₁ - D₂) ^ 2 by ring]
  ring

/-- For `r > 0` the self-interaction of the dipole is the expression in the MNDO dipole
condition. -/
theorem spExchange_eq (D : ℝ) {r : ℝ} (hr : 0 < r) :
    spExchange D r = (1 / r - 1 / √(r ^ 2 + D ^ 2)) / 4 := by
  have h1 : √((0 : ℝ) ^ 2 + (D - D) ^ 2 + (r + r) ^ 2) = 2 * r := by
    rw [show (0 : ℝ) ^ 2 + (D - D) ^ 2 + (r + r) ^ 2 = (2 * r) ^ 2 by ring]
    exact Real.sqrt_sq (by positivity)
  have h2 : √((0 : ℝ) ^ 2 + (D + D) ^ 2 + (r + r) ^ 2) = 2 * √(r ^ 2 + D ^ 2) := by
    rw [show (0 : ℝ) ^ 2 + (D + D) ^ 2 + (r + r) ^ 2 = 2 ^ 2 * (r ^ 2 + D ^ 2) by ring,
      Real.sqrt_mul (show (0 : ℝ) ≤ 2 ^ 2 by norm_num),
      Real.sqrt_sq (show (0 : ℝ) ≤ 2 by norm_num)]
  rw [spExchange, dipoleDipole_eq]
  unfold screened
  rw [h1, h2]
  ring

/-- Parallel dipoles of positive lengths, perpendicular to the joining line, repel each other, and
the repulsion falls strictly when the positive additive term grows. -/
theorem dipoleDipole_damped {D₁ D₂ a b : ℝ} (R : ℝ) (h₁ : 0 < D₁) (h₂ : 0 < D₂)
    (ha : 0 < a) (hab : a < b) :
    0 < dipoleDipole D₁ D₂ R b ∧ dipoleDipole D₁ D₂ R b < dipoleDipole D₁ D₂ R a := by
  have huv : R ^ 2 + (D₁ - D₂) ^ 2 < R ^ 2 + (D₁ + D₂) ^ 2 := by
    nlinarith [mul_pos h₁ h₂]
  obtain ⟨hpos, hlt⟩ := screened_gap (by positivity) huv ha hab
  rw [dipoleDipole_eq, dipoleDipole_eq]
  constructor <;> linarith

/-- For a dipole of positive length and positive additive terms, a smaller exchange integral belongs
to a larger additive term, and conversely. -/
theorem spExchange_lt_iff {D r r' : ℝ} (hD : 0 < D) (hr : 0 < r) (hr' : 0 < r') :
    spExchange D r' < spExchange D r ↔ r < r' := by
  have anti : ∀ x y : ℝ, 0 < x → x < y → spExchange D y < spExchange D x := fun x y hx hxy =>
    (dipoleDipole_damped 0 hD hD (add_pos hx hx) (add_lt_add hxy hxy)).2
  refine ⟨fun h => ?_, anti r r' hr⟩
  rcases lt_trichotomy r r' with h1 | h1 | h1
  · exact h1
  · rw [h1] at h
    exact absurd h (lt_irrefl _)
  · exact absurd h (lt_asymm (anti r' r hr' h1))

/-- For every dipole length `D > 0` and every exchange integral `h > 0`, exactly one positive
additive term satisfies the MNDO dipole condition. -/
theorem existsUnique_additiveTerm {D h : ℝ} (hD : 0 < D) (hh : 0 < h) :
    ∃! r : ℝ, 0 < r ∧ spExchange D r = h := by
  have hs : ∀ x : ℝ, 0 < √(x ^ 2 + D ^ 2) := fun x => Real.sqrt_pos.2 (by positivity)
  have hDi : 0 < 1 / D := by positivity
  have ha : 0 < 1 / (4 * h + 1 / D) := by positivity
  have hab : 1 / (4 * h + 1 / D) ≤ 1 / (4 * h) :=
    one_div_le_one_div_of_le (by positivity) (by linarith)
  have hcont : ContinuousOn (fun x : ℝ => (1 / x - 1 / √(x ^ 2 + D ^ 2)) / 4)
      (Set.Icc (1 / (4 * h + 1 / D)) (1 / (4 * h))) := by
    have c1 : ContinuousOn (fun x : ℝ => 1 / x)
        (Set.Icc (1 / (4 * h + 1 / D)) (1 / (4 * h))) :=
      continuousOn_const.div continuousOn_id (fun x hx => (ha.trans_le hx.1).ne')
    have c0 : Continuous (fun x : ℝ => √(x ^ 2 + D ^ 2)) := by fun_prop
    have c2 : Continuous (fun x : ℝ => 1 / √(x ^ 2 + D ^ 2)) :=
      continuous_const.div c0 (fun x => (hs x).ne')
    exact (c1.sub c2.continuousOn).div_const 4
  -- the exchange integral is at least `h` at the left end and at most `h` at the right end
  have hleft : h ≤ (1 / (1 / (4 * h + 1 / D))
      - 1 / √((1 / (4 * h + 1 / D)) ^ 2 + D ^ 2)) / 4 := by
    have h1 : D ≤ √((1 / (4 * h + 1 / D)) ^ 2 + D ^ 2) :=
      (Real.le_sqrt' hD).2 (le_add_of_nonneg_left (sq_nonneg _))
    have h2 := one_div_le_one_div_of_le hD h1
    rw [one_div_one_div]
    linarith
  have hright : (1 / (1 / (4 * h)) - 1 / √((1 / (4 * h)) ^ 2 + D ^ 2)) / 4 ≤ h := by
    have h1 := one_div_pos.2 (hs (1 / (4 * h)))
    rw [one_div_one_div]
    linarith
  obtain ⟨r, hr, hrh⟩ := intermediate_value_Icc' hab hcont ⟨hright, hleft⟩
  have hr0 : 0 < r := ha.trans_le hr.1
  have hsol : spExchange D r = h := (spExchange_eq D hr0).trans hrh
  refine ⟨r, ⟨hr0, hsol⟩, ?_⟩
  rintro y ⟨hy, hyh⟩
  -- two different solutions would contradict strict monotonicity
  rcases lt_trichotomy y r with h1 | h1 | h1
  · have := (spExchange_lt_iff hD hy hr0).2 h1
    linarith
  · exact h1
  · have := (spExchange_lt_iff hD hr0 hy).2 h1
    linarith

/-- For positive `D` and `r`, the exchange integral times `8 r ^ 3` stays below `D ^ 2`. -/
theorem spExchange_cubic_bound {D r : ℝ} (hD : 0 < D) (hr : 0 < r) :
    8 * spExchange D r * r ^ 3 < D ^ 2 := by
  have hrs : r < √(r ^ 2 + D ^ 2) := (Real.lt_sqrt hr.le).2 (by nlinarith [pow_pos hD 2])
  have hs := hr.trans hrs
  have e : √(r ^ 2 + D ^ 2) ^ 2 - r ^ 2 = D ^ 2 := by
    rw [Real.sq_sqrt (show 0 ≤ r ^ 2 + D ^ 2 by positivity)]
    ring
  have hden : 2 * r ^ 3 < r * √(r ^ 2 + D ^ 2) * (r + √(r ^ 2 + D ^ 2)) := by
    have h1 := mul_lt_mul'' (mul_lt_mul_of_pos_left hrs hr) (add_lt_add_right hrs r)
      (by positivity) (by positivity)
    nlinarith [h1]
  have hlt := div_lt_div_of_pos_left (pow_pos hD 2) (by positivity) hden
  rw [lt_div_iff₀ (by positivity)] at hlt
  rw [spExchange_eq D hr, inv_gap hr hs, e]
  linarith

/-- If a dipole of length `D > 0` has the smaller exchange integral with additive term `r'` than
with `r`, both positive, then `r'` gives the weaker repulsion with a parallel dipole on another
centre, both perpendicular to the joining line. The partner has length `D₂ > 0` and additive term
`t ≥ 0`. -/
theorem dipoleDipole_lt_of_exchange_lt {D D₂ r r' t : ℝ} (R : ℝ) (hD : 0 < D) (h₂ : 0 < D₂)
    (hr : 0 < r) (hr' : 0 < r') (ht : 0 ≤ t) (hex : spExchange D r' < spExchange D r) :
    0 < dipoleDipole D D₂ R (r' + t) ∧
      dipoleDipole D D₂ R (r' + t) < dipoleDipole D D₂ R (r + t) := by
  have hlt := (spExchange_lt_iff hD hr hr').1 hex
  exact dipoleDipole_damped R hD h₂ (by linarith) (by linarith)

/-- If a dipole of length `D > 0` has the smaller exchange integral with additive term `r'` than
with `r`, both positive, then `r'` gives the weaker interaction with a charge of additive term
`t ≥ 0` at distance `R > 0` along the dipole axis. -/
theorem chargeDipole_lt_of_exchange_lt {D R r r' t : ℝ} (hD : 0 < D) (hR : 0 < R)
    (hr : 0 < r) (hr' : 0 < r') (ht : 0 ≤ t) (hex : spExchange D r' < spExchange D r) :
    0 < chargeDipole D R (r' + t) ∧
      chargeDipole D R (r' + t) < chargeDipole D R (r + t) := by
  have hlt := (spExchange_lt_iff hD hr hr').1 hex
  have huv : (R - D) ^ 2 < (R + D) ^ 2 := by nlinarith [mul_pos hR hD]
  obtain ⟨hpos, hgap⟩ := screened_gap (sq_nonneg (R - D)) huv
    (show 0 < r + t by linarith) (show r + t < r' + t by linarith)
  unfold chargeDipole
  constructor <;> linarith

end

end MNDODipoleScreening
```

```lean
#print axioms MNDODipoleScreening.existsUnique_additiveTerm
#print axioms MNDODipoleScreening.spExchange_cubic_bound
#print axioms MNDODipoleScreening.dipoleDipole_lt_of_exchange_lt
#print axioms MNDODipoleScreening.chargeDipole_lt_of_exchange_lt
```

```
'MNDODipoleScreening.existsUnique_additiveTerm' depends on axioms: [propext, Classical.choice, Quot.sound]
'MNDODipoleScreening.spExchange_cubic_bound' depends on axioms: [propext, Classical.choice, Quot.sound]
'MNDODipoleScreening.dipoleDipole_lt_of_exchange_lt' depends on axioms: [propext, Classical.choice, Quot.sound]
'MNDODipoleScreening.chargeDipole_lt_of_exchange_lt' depends on axioms: [propext, Classical.choice, Quot.sound]
```

## How the lemmas divide the work

`inv_gap` is the identity for $1/p-1/q$; it clears the denominators and leaves the rest to `ring`. `screened_gap` applies it at two additive terms $a<b$. The facts `e1` and `e2` show that both numerators equal $v-u$, and `hP` and `hQ` say that both square roots grow. `div_lt_div_of_pos_left` then compares two fractions with the same positive numerator.

`dipoleDipole_eq` collects the four charge interactions into two terms, and `spExchange_eq` takes the factor 2 out of both square roots to reach $E(r)$. `dipoleDipole_damped` inserts the squared distances of the perpendicular dipoles into `screened_gap`.

`spExchange_lt_iff` uses this result at $R=0$ with additive sums $2r$ and $2r'$. That gives one direction. For the converse, `lt_trichotomy` goes through the three possible orders of $r$ and $r'$ and rules out two of them. `existsUnique_additiveTerm` combines this order relation with the bracket: `hleft` and `hright` are the two endpoint estimates, and the final case distinction gives uniqueness.

`spExchange_cubic_bound` uses `inv_gap` again, with `hden` as the estimate $2r^3<rw(r+w)$. The last two theorems first turn the order of the exchange integrals into $r<r'$. They then apply the monotonicity in $a$ to $r+t<r'+t$.

## The intermediate value theorem for a falling function

Existence comes from `intermediate_value_Icc'`. For a function $f$ continuous on $[x,y]$ with $x\le y$, it states that the interval $[f(y),f(x)]$ is contained in the image of $[x,y]$. The prime marks the version in which the value at the right end is the lower bound; the version without it has $[f(x),f(y)]$. Monotonicity is not required.

An inclusion of sets in Lean can be applied like a function to a proof of membership. Here that proof is the pair `⟨hright, hleft⟩`, which says that $h$ lies between the two endpoint values. The result is a point `r`, its membership `hr` in the bracket, and the equation `hrh`. Since the left end of the bracket is positive, `hr` also yields $r>0$.

## Doubling the additive term by accident

The screened law contains the sum of two additive terms, and in the self-interaction both belong to the same dipole. Whoever writes $r$ where $2r$ belongs obtains

$$\frac12\left(\frac1r-\frac1{\sqrt{r^2+4D^2}}\right)=h .$$

This equation also has exactly one positive solution, so nothing looks wrong, but the solution is twice the correct additive term. The definition of `spExchange` avoids this by passing `r + r` to `dipoleDipole`.
